# Equal Division of Many-Body Increments Gives Each Fragment Its Shapley Value

An energy is modelled here as an arbitrary real function `E` on finite sets of fragments, so the method that produces the energy of each cluster is left open. For a finite system, dividing every many-body increment equally among its fragments gives each fragment a weighted average of the energy changes that it causes on joining clusters.

In Lean 4 with Mathlib:

```lean
import Mathlib

open Finset

namespace ManyBodyShares

noncomputable section

variable {ι : Type*} [DecidableEq ι]

/-- The many-body increment of the cluster `S`: the alternating sum of the energies of
all its subclusters. -/
def increment (E : Finset ι → ℝ) (S : Finset ι) : ℝ :=
  ∑ T ∈ S.powerset, (-1) ^ (S \ T).card * E T

/-- The Shapley weight `(s-1)! (N-s)! / N!` of a cluster of `s` among `N` fragments,
meant for `1 ≤ s ≤ N`. -/
def weight (N s : ℕ) : ℝ :=
  (((s - 1).factorial * (N - s).factorial : ℕ) : ℝ) / (N.factorial : ℝ)

/-- The energy share of fragment `i`: each increment is divided equally among the
fragments of its cluster. -/
def share [Fintype ι] (E : Finset ι → ℝ) (i : ι) : ℝ :=
  ∑ S with i ∈ S, increment E S / (S.card : ℝ)

/-- The Shapley sum of fragment `i`: the weighted sum of the energy changes when `i`
joins the rest of a cluster. -/
def shapley [Fintype ι] (E : Finset ι → ℝ) (i : ι) : ℝ :=
  ∑ S with i ∈ S, weight (Fintype.card ι) S.card * (E S - E (S.erase i))

/-- Adding a new fragment `a` to a cluster: the new increment is the increment of `S`
computed in the presence of `a`, minus the one computed without `a`. -/
theorem increment_insert (E : Finset ι → ℝ) {a : ι} {S : Finset ι} (h : a ∉ S) :
    increment E (insert a S) = increment (fun T => E (insert a T)) S - increment E S := by
  have h1 : ∀ T ∈ S.powerset, (-1 : ℝ) ^ (insert a S \ T).card * E T
      = -((-1) ^ (S \ T).card * E T) := by
    intro T hT
    have haT : a ∉ T := fun ha => h (mem_powerset.1 hT ha)
    rw [insert_sdiff_of_notMem _ haT, card_insert_of_notMem (by simp [h]), pow_succ]
    ring
  have h2 : ∀ T ∈ S.powerset, (-1 : ℝ) ^ (insert a S \ insert a T).card * E (insert a T)
      = (-1) ^ (S \ T).card * E (insert a T) := by
    intro T _
    have e : insert a S \ insert a T = S \ T := by
      ext x
      by_cases hx : x = a <;> simp [hx, h]
    rw [e]
  simp only [increment]
  rw [sum_powerset_insert h, sum_congr rfl h1, sum_congr rfl h2, sum_neg_distrib]
  ring

/-- The many-body expansion is exact: the increments of all subclusters of `S` add up
to the energy of `S`. -/
theorem sum_increment (E : Finset ι → ℝ) (S : Finset ι) :
    ∑ T ∈ S.powerset, increment E T = E S := by
  induction S using Finset.induction_on generalizing E with
  | empty => simp [increment]
  | insert a S ha ih =>
    have h : ∀ T ∈ S.powerset, increment E (insert a T)
        = increment (fun T => E (insert a T)) T - increment E T :=
      fun T hT => increment_insert E fun h => ha (mem_powerset.1 hT h)
    rw [sum_powerset_insert ha, sum_congr rfl h, sum_sub_distrib, ih, ih]
    ring

/-- The energy change when `i` joins the rest of `S` is the sum of the increments of
those subclusters of `S` that contain `i`. -/
theorem energy_change (E : Finset ι → ℝ) (i : ι) (S : Finset ι) :
    E S - E (S.erase i) = ∑ T ∈ S.powerset with i ∈ T, increment E T := by
  have h1 := sum_increment E S
  have h2 := sum_increment E (S.erase i)
  have h3 := sum_filter_add_sum_filter_not S.powerset (fun T => i ∈ T) (increment E)
  have h4 : S.powerset.filter (fun T => i ∉ T) = (S.erase i).powerset := by
    ext T
    simp [subset_erase]
  simp only [h4] at h3
  linarith

/-- A factorial identity for sums over all subsets `V` of a set `U` of fragments. -/
theorem factorial_sum (U : Finset ι) (k : ℕ) :
    (k + 1) * ∑ V ∈ U.powerset, (k + V.card).factorial * (U.card - V.card).factorial
      = (k + 1 + U.card).factorial := by
  induction U using Finset.induction_on with
  | empty => simp [Nat.factorial_succ]
  | insert a U ha ih =>
    -- the subsets with and without `a` combine to a common factor
    have h : ∀ V ∈ U.powerset,
        (k + V.card).factorial * (U.card + 1 - V.card).factorial
          + (k + (insert a V).card).factorial * (U.card + 1 - (insert a V).card).factorial
        = (k + U.card + 2) * ((k + V.card).factorial * (U.card - V.card).factorial) := by
      intro V hV
      have hVU := mem_powerset.1 hV
      obtain ⟨d, hd⟩ := Nat.exists_eq_add_of_le (card_le_card hVU)
      rw [card_insert_of_notMem (fun h => ha (hVU h)), hd,
        show V.card + d + 1 - V.card = d + 1 by omega,
        show V.card + d + 1 - (V.card + 1) = d by omega,
        show V.card + d - V.card = d by omega,
        show k + (V.card + 1) = (k + V.card) + 1 by omega,
        Nat.factorial_succ d, Nat.factorial_succ (k + V.card)]
      ring
    rw [card_insert_of_notMem ha, sum_powerset_insert ha, ← sum_add_distrib,
      sum_congr rfl h, ← mul_sum, show k + 1 + (U.card + 1) = (k + 1 + U.card) + 1 by omega,
      Nat.factorial_succ (k + 1 + U.card), ← ih]
    ring

variable [Fintype ι]

/-- The Shapley weights of all clusters containing a given nonempty cluster `T` add up
to one over the number of fragments in `T`. -/
theorem sum_weight (T : Finset ι) (hT : T.Nonempty) :
    ∑ S with T ⊆ S, weight (Fintype.card ι) S.card = 1 / (T.card : ℝ) := by
  obtain ⟨k, hk⟩ : ∃ k, T.card = k + 1 :=
    ⟨T.card - 1, by have := hT.card_pos; omega⟩
  have hN := card_add_card_compl T
  have hsum := factorial_sum Tᶜ k
  rw [show k + 1 + Tᶜ.card = Fintype.card ι by omega] at hsum
  -- write each larger cluster as `T` together with a set of outside fragments
  have hre : ∑ S with T ⊆ S, weight (Fintype.card ι) S.card
      = ∑ V ∈ Tᶜ.powerset, (((k + V.card).factorial * (Tᶜ.card - V.card).factorial : ℕ) : ℝ)
          / ((Fintype.card ι).factorial : ℝ) := by
    refine sum_nbij' (fun S => S \ T) (fun V => T ∪ V) ?_ ?_ ?_ ?_ ?_
    · intro S _
      refine mem_powerset.2 fun x hx => ?_
      exact mem_compl.2 (mem_sdiff.1 hx).2
    · intro V _
      exact mem_filter.2 ⟨mem_univ _, subset_union_left⟩
    · intro S hS
      exact union_sdiff_of_subset (mem_filter.1 hS).2
    · intro V hV
      ext x
      have hx : x ∈ V → x ∉ T := fun h => mem_compl.1 (mem_powerset.1 hV h)
      simp only [mem_sdiff, mem_union]
      tauto
    · intro S hS
      have hc := card_sdiff_add_card_eq_card (mem_filter.1 hS).2
      simp only [weight]
      rw [show S.card - 1 = k + (S \ T).card by omega,
        show Fintype.card ι - S.card = Tᶜ.card - (S \ T).card by omega]
  have hf : ((Fintype.card ι).factorial : ℝ) ≠ 0 :=
    Nat.cast_ne_zero.2 (Nat.factorial_ne_zero _)
  have hk1 : ((k + 1 : ℕ) : ℝ) ≠ 0 := Nat.cast_ne_zero.2 (Nat.succ_ne_zero k)
  rw [hre, ← sum_div, ← Nat.cast_sum, hk, div_eq_div_iff hf hk1, one_mul, ← hsum]
  push_cast
  ring

/-- Dividing every many-body increment equally among its fragments gives each fragment
exactly its Shapley sum. -/
theorem share_eq_shapley (E : Finset ι → ℝ) (i : ι) : share E i = shapley E i := by
  simp only [share, shapley, energy_change E, mul_sum]
  -- exchange the sums over clusters `S` and subclusters `T`
  rw [sum_comm' (t' := univ.filter (fun T => i ∈ T))
    (s' := fun T => univ.filter (fun S => T ⊆ S)) (by
      intro S T
      simp only [mem_filter, mem_univ, true_and, mem_powerset]
      exact ⟨fun h => h.2, fun h => ⟨h.1 h.2, h⟩⟩)]
  refine sum_congr rfl fun T hT => ?_
  rw [← sum_mul, sum_weight T ⟨i, (mem_filter.1 hT).2⟩]
  ring

/-- The shares of all fragments add up to the energy of the full system, if the energy
of the empty cluster is zero. -/
theorem sum_share (E : Finset ι → ℝ) (h0 : E ∅ = 0) : ∑ i, share E i = E univ := by
  simp only [share, sum_filter]
  rw [sum_comm, ← sum_increment E univ, powerset_univ]
  refine sum_congr rfl fun S _ => ?_
  rw [sum_ite_mem, univ_inter, sum_const, nsmul_eq_mul]
  rcases S.eq_empty_or_nonempty with rfl | hS
  · simp [increment, h0]
  · have hc : (S.card : ℝ) ≠ 0 := Nat.cast_ne_zero.2 hS.card_pos.ne'
    field_simp

/-- A fragment that changes the energy by the same amount `c` whichever cluster it joins
has the share `c`. -/
theorem share_of_constant_change (E : Finset ι → ℝ) (i : ι) (c : ℝ)
    (h : ∀ S, i ∈ S → E S = E (S.erase i) + c) : share E i = c := by
  have hs : univ.filter (fun S : Finset ι => i ∈ S) = univ.filter (fun S => {i} ⊆ S) := by
    ext S
    simp
  have hc : ∀ S ∈ univ.filter (fun S : Finset ι => i ∈ S),
      weight (Fintype.card ι) S.card * (E S - E (S.erase i))
        = weight (Fintype.card ι) S.card * c := by
    intro S hS
    rw [h S (mem_filter.1 hS).2, add_sub_cancel_left]
  rw [share_eq_shapley, shapley, sum_congr rfl hc, ← sum_mul, hs,
    sum_weight {i} (singleton_nonempty i)]
  simp

/-- If all increments beyond pairs vanish, the share of a fragment is its one-body
increment plus half of each of its pair increments. -/
theorem share_of_pairwise (E : Finset ι → ℝ) (i : ι)
    (h : ∀ S, 2 < S.card → increment E S = 0) :
    share E i = increment E {i} + ∑ j ∈ univ.erase i, increment E {i, j} / 2 := by
  have hinj : Set.InjOn (fun j => ({i, j} : Finset ι)) (univ.erase i : Finset ι) := by
    intro j hj k _ hjk
    have e : ({i, j} : Finset ι) = {i, k} := hjk
    have hm : j ∈ ({i, k} : Finset ι) := by rw [← e]; simp
    have hji : j ≠ i := ne_of_mem_erase (mem_coe.1 hj)
    simpa [hji] using hm
  have hnot : ({i} : Finset ι) ∉ (univ.erase i).image (fun j => ({i, j} : Finset ι)) := by
    intro hm
    obtain ⟨j, hj, e⟩ := mem_image.1 hm
    have hji : j ∈ ({i} : Finset ι) := by rw [← e]; simp
    exact ne_of_mem_erase hj (mem_singleton.1 hji)
  -- only the fragment itself and its pairs contribute
  have hsub : share E i = ∑ S ∈ insert {i} ((univ.erase i).image
      (fun j => ({i, j} : Finset ι))), increment E S / (S.card : ℝ) := by
    rw [share]
    symm
    apply sum_subset
    · intro S hS
      rcases mem_insert.1 hS with rfl | hS
      · simp
      · obtain ⟨j, _, rfl⟩ := mem_image.1 hS
        simp
    · intro S hS hn
      have hi : i ∈ S := (mem_filter.1 hS).2
      have hcard : 2 < S.card := by
        by_contra hc
        apply hn
        by_cases hs : S = {i}
        · exact mem_insert.2 (Or.inl hs)
        · obtain ⟨j, hj, hji⟩ : ∃ j ∈ S, j ≠ i := by
            by_contra hne
            exact hs (eq_singleton_iff_unique_mem.2
              ⟨hi, fun j hj => by_contra fun hji => hne ⟨j, hj, hji⟩⟩)
          refine mem_insert.2 (Or.inr (mem_image.2
            ⟨j, mem_erase.2 ⟨hji, mem_univ j⟩, ?_⟩))
          refine eq_of_subset_of_card_le ?_ ?_
          · exact insert_subset hi (singleton_subset_iff.2 hj)
          · rw [card_pair hji.symm]
            omega
      rw [h S hcard, zero_div]
  rw [hsub, sum_insert hnot, sum_image hinj]
  congr 1
  · simp
  · refine sum_congr rfl fun j hj => ?_
    have hc := card_pair (ne_of_mem_erase hj).symm
    simp [hc]

end

end ManyBodyShares
```

```lean
#print axioms ManyBodyShares.share_eq_shapley
#print axioms ManyBodyShares.sum_share
#print axioms ManyBodyShares.share_of_constant_change
#print axioms ManyBodyShares.share_of_pairwise
```

```
'ManyBodyShares.share_eq_shapley' depends on axioms: [propext, Classical.choice, Quot.sound]
'ManyBodyShares.sum_share' depends on axioms: [propext, Classical.choice, Quot.sound]
'ManyBodyShares.share_of_constant_change' depends on axioms: [propext, Classical.choice, Quot.sound]
'ManyBodyShares.share_of_pairwise' depends on axioms: [propext, Classical.choice, Quot.sound]
```

## Increments, shares and joining energies

The fragments are the elements of the type `ι`, and $N$ is their number, `Fintype.card ι`. A cluster $S$ is a `Finset ι`, with $|S|$ fragments, and `univ` is the full system. The increment of a cluster is

$$D(S)=\sum_{T\subseteq S}(-1)^{|S\setminus T|}E(T).$$

Thus $D(\{i\})=E(\{i\})-E(\emptyset)$, and a pair increment is $E(\{i,j\})-E(\{i\})-E(\{j\})+E(\emptyset)$ for $i\neq j$.

The theorem `share_eq_shapley` states that, for every `E` and every fragment $i$,

$$\sum_{S\ni i}\frac{D(S)}{|S|}=\sum_{S\ni i}w(|S|)\,\bigl[E(S)-E(S\setminus\{i\})\bigr],\qquad w(s)=\frac{(s-1)!\,(N-s)!}{N!}.$$

The left side is `share E i`, written $\phi_i$ below. The right side is `shapley E i`, where `S.erase i` is the cluster without $i$. The weight is the fraction of all assembly orders in which the other members of $S$ come first, then $i$, then the rest. Shapley's characterisation of this value by axioms plays no part here; the name refers only to the weighted sum.

The theorem `sum_share` adds that $\sum_i\phi_i=E(\text{full})$ if $E(\emptyset)=0$. This condition says that the energy is counted from a zero at which no fragment is present. With embedding charges included, the empty cluster may keep an energy of its own, and the shares then add up to $E(\text{full})-E(\emptyset)$. The equality of share and Shapley sum needs no such condition.

For a finite set of fragments with all cluster energies given, the result lets a many-body expansion be read as an energy decomposition by fragment. It does not say that high-order increments are small, or how to choose the fragments.

## From cluster energies to increments and back

Let $a\notin S$. Each subset of $S\cup\{a\}$ is either $T$ or $T\cup\{a\}$ with $T\subseteq S$, and the extra fragment reverses the sign of the first kind:

$$D(S\cup\{a\})=\sum_{T\subseteq S}(-1)^{|S\setminus T|}\bigl[E(T\cup\{a\})-E(T)\bigr]=D^a(S)-D(S).$$

Here $D^a$ is the increment computed from $E^a(T)=E(T\cup\{a\})$. This is `increment_insert`; `sum_powerset_insert` makes the split into two kinds of subset.

It follows that $\sum_{T\subseteq S}D(T)=E(S)$, which is `sum_increment`. For $S=\emptyset$ both sides are $E(\emptyset)$. If the formula holds for $S$ and all energy functions, then

$$\sum_{T\subseteq S\cup\{a\}}D(T)=\sum_{T\subseteq S}\bigl[D(T)+D^a(T)-D(T)\bigr]=E^a(S)=E(S\cup\{a\}).$$

The induction must cover all energy functions at once because it is applied to $E^a$ as well as $E$; `generalizing E` provides this.

Subtracting the formula for $S\setminus\{i\}$ from that for $S$ leaves the subclusters that contain $i$:

$$E(S)-E(S\setminus\{i\})=\sum_{i\in T\subseteq S}D(T).$$

This is `energy_change`.

## Why the weights add to one over the cluster size

Fix a nonempty cluster $T$ with $|T|=k+1$, and let $U$ be the set of fragments outside it. Every $S\supseteq T$ is $T\cup V$ for exactly one $V\subseteq U$, so $|S|-1=k+|V|$ and $N-|S|=|U|-|V|$. The required identity is `factorial_sum`:

$$(k+1)\sum_{V\subseteq U}(k+|V|)!\,(|U|-|V|)!=(k+1+|U|)!.$$

For $U=\emptyset$ it reads $(k+1)\,k!=(k+1)!$. When a fragment $a$ is added to $U$, the terms for $V$ and $V\cup\{a\}$ combine, with $u=|U|$ and $v=|V|$, to

$$(k+v)!(u+1-v)!+(k+v+1)!(u-v)!=(k+u+2)\,(k+v)!(u-v)!.$$

Both sides of the identity therefore grow by the factor $k+u+2$. Dividing by $(k+1)N!$ gives

$$\sum_{S\supseteq T}w(|S|)=\frac1{|T|}.$$

This is `sum_weight`, where `sum_nbij'` carries out the change of variable between $S$ and $V$.

## Exchanging the sums

Insert the energy change into the Shapley sum and sum over $S$ first:

$$\sum_{S\ni i}w(|S|)\sum_{i\in T\subseteq S}D(T)=\sum_{T\ni i}D(T)\sum_{S\supseteq T}w(|S|)=\sum_{T\ni i}\frac{D(T)}{|T|}=\phi_i.$$

In `share_eq_shapley`, `sum_comm'` makes the exchange and `sum_weight` evaluates the inner sum.

For the total, each nonempty $S$ contributes $D(S)/|S|$ once for each of its $|S|$ fragments:

$$\sum_i\phi_i=\sum_{S\neq\emptyset}D(S)=E(\text{full})-E(\emptyset)=E(\text{full}).$$

The last step uses $E(\emptyset)=0$, the hypothesis `h0` of `sum_share`.

## Independent fragments, pair energies and the dimer

If $i$ changes the energy by the same $c$ whichever cluster it joins, then $\phi_i=c\sum_{S\ni i}w(|S|)=c$, by the weight sum with $T=\{i\}$. This is `share_of_constant_change`, and it covers a fragment that does not interact with the others, provided that the method used gives additive energies for non-interacting parts. Truncated configuration interaction, for example, in general does not.

If every increment beyond pairs vanishes, only $\{i\}$ and the pairs containing $i$ remain:

$$\phi_i=D(\{i\})+\tfrac12\sum_{j\ne i}D(\{i,j\}).$$

The proof of `share_of_pairwise` lists these clusters and checks that any other cluster containing $i$ has more than two members.

For a single fragment, $\phi_i=E(\{i\})-E(\emptyset)$. For a dimer of $i$ and $j$ with $E(\emptyset)=0$, both weights are $\tfrac12$:

$$\phi_i=\tfrac12E(\{i\})+\tfrac12\bigl[E(\{i,j\})-E(\{j\})\bigr].$$

The share is the mean of the energy changes when $i$ comes first and when it comes second, and each partner receives half of the interaction energy.
